# Harmonic homogeneous polynomials of degree l in x, y, z form a space of dimension 2l+1

There are six quadratic monomials in $x,y,z$. If all six are counted as d functions, the third hydrogen shell gets $1+3+6=10$ orbitals instead of nine. The surplus function is $x^2+y^2+z^2=r^2$, which has no angular dependence and belongs with the s functions. Laplace's equation removes such combinations, and the question is how many functions remain for each $l$.

An orbital of angular momentum $l$ that is a product $R(r)\,Y$ of a radial and an angular part has $L^2Y=\hbar^2l(l+1)Y$. Multiplied by $r^l$, the angular part $Y$ becomes a solid harmonic: a polynomial, homogeneous of degree $l$, with zero Laplacian. This correspondence between polynomials and eigenfunctions of $L^2$ is taken from quantum mechanics; the Lean theorems count the polynomials.

```lean
import Mathlib

open MvPolynomial

namespace SolidHarmonics

noncomputable section
```

## Polynomials and Laplace's equation

Write $p=\sum p_{abc}\,x^ay^bz^c$ with complex coefficients. The coordinates $x,y,z$ carry the indices 0, 1, 2 of `Fin 3`.

```lean
/-- Complex polynomials in the Cartesian coordinates x, y, z (indices 0, 1, 2). -/
abbrev Poly := MvPolynomial (Fin 3) ℂ
```

The Laplacian is $\nabla^2p=\partial_x^2p+\partial_y^2p+\partial_z^2p$. The derivatives `pderiv` are formal ones, acting on coefficients without any limit, and the result is a linear map.

```lean
/-- The Laplacian, the sum of the second partial derivatives in x, y and z. -/
def laplacian : Poly →ₗ[ℂ] Poly where
  toFun p := ∑ i : Fin 3, pderiv i (pderiv i p)
  map_add' p q := by simp [Finset.sum_add_distrib]
  map_smul' c p := by simp [Finset.smul_sum]
```

The solid harmonics of degree $l$ satisfy two linear conditions, homogeneity and $\nabla^2p=0$. In Lean they form the intersection `⊓` of two subspaces. No normalisation is imposed, and the zero polynomial is included.

```lean
/-- The solid harmonics of degree l: polynomials homogeneous of degree l with zero Laplacian. -/
def solidHarmonics (l : ℕ) : Submodule ℂ Poly :=
  homogeneousSubmodule (Fin 3) ℂ l ⊓ LinearMap.ker laplacian
```

A monomial is recorded by its three powers, so `coeff (expo a b c) p` is $p_{abc}$.

```lean
/-- The exponent of the monomial x^a y^b z^c. -/
def expo (a b c : ℕ) : Fin 3 →₀ ℕ :=
  Finsupp.single 0 a + Finsupp.single 1 b + Finsupp.single 2 c

/-- The powers of x, y and z in x^a y^b z^c are a, b and c. -/
theorem expo_apply (a b c : ℕ) :
    expo a b c 0 = a ∧ expo a b c 1 = b ∧ expo a b c 2 = c := by
  refine ⟨?_, ?_, ?_⟩ <;> simp [expo]
```

## A recursion in the power of z

Since $\partial_x x^{a+1}=(a+1)x^a$, the coefficient of $x^ay^bz^c$ in $\partial_xp$ is $(a+1)\,p_{a+1,b,c}$, and likewise for $y$ and $z$. The proof checks this for a single monomial and then for sums. Subtraction of natural numbers stops at zero, so a monomial lacking the variable needs its own case; there the old power, which multiplies the coefficient, is zero.

```lean
/-- Differentiation along a coordinate lowers its power by one and multiplies the coefficient
by the old power. -/
theorem coeff_derivative (i : Fin 3) (p : Poly) : ∀ m : Fin 3 →₀ ℕ,
    coeff m (pderiv i p) = ((m i : ℂ) + 1) * coeff (m + Finsupp.single i 1) p := by
  refine MvPolynomial.induction_on' p ?_ ?_
  · intro s a m
    rw [pderiv_monomial, coeff_monomial, coeff_monomial]
    by_cases h : s = m + Finsupp.single i 1
    · subst h
      have e : (m + Finsupp.single i 1 : Fin 3 →₀ ℕ) i = m i + 1 := by simp
      rw [if_pos (add_tsub_cancel_right _ _), if_pos rfl, e]
      push_cast
      ring
    · rw [if_neg h, mul_zero]
      split_ifs with h2
      · -- the exponents can only agree here if the variable was absent
        have h0 : s i = 0 := by
          by_contra h0
          apply h
          rw [← h2]
          ext j
          simp only [Finsupp.add_apply, Finsupp.tsub_apply, Finsupp.single_apply]
          split_ifs with hj
          · subst hj
            omega
          · omega
        simp [h0]
      · rfl
  · intro p q hp hq m
    rw [map_add, coeff_add, hp, hq, coeff_add]
    ring
```

Differentiating twice in each direction and adding gives the coefficient of $x^ay^bz^c$ in $\nabla^2p$:

$$(a+1)(a+2)p_{a+2,b,c}+(b+1)(b+2)p_{a,b+2,c}+(c+1)(c+2)p_{a,b,c+2}.$$

In the proof, `hx`, `hy` and `hz` identify the raised exponents, and `coeff_derivative` is applied twice to each term.

```lean
/-- The coefficient of x^a y^b z^c in the Laplacian of p, in terms of the coefficients of p. -/
theorem coeff_laplacian (p : Poly) (a b c : ℕ) :
    coeff (expo a b c) (laplacian p) =
      ((a : ℂ) + 1) * (a + 2) * coeff (expo (a + 2) b c) p
      + ((b : ℂ) + 1) * (b + 2) * coeff (expo a (b + 2) c) p
      + ((c : ℂ) + 1) * (c + 2) * coeff (expo a b (c + 2)) p := by
  have hx : expo a b c + Finsupp.single 0 1 + Finsupp.single 0 1 = expo (a + 2) b c := by
    ext i; fin_cases i <;> simp [expo]
  have hy : expo a b c + Finsupp.single 1 1 + Finsupp.single 1 1 = expo a (b + 2) c := by
    ext i; fin_cases i <;> simp [expo]
  have hz : expo a b c + Finsupp.single 2 1 + Finsupp.single 2 1 = expo a b (c + 2) := by
    ext i; fin_cases i <;> simp [expo]
  obtain ⟨e0, e1, e2⟩ := expo_apply a b c
  change coeff _ (∑ i : Fin 3, pderiv i (pderiv i p)) = _
  rw [Fin.sum_univ_three, coeff_add, coeff_add]
  simp only [coeff_derivative, hx, hy, hz, Finsupp.add_apply, Finsupp.single_eq_same, e0, e1, e2]
  push_cast
  ring
```

Setting this to zero expresses order $c+2$ in $z$ through order $c$:

$$p_{a,b,c+2}=-\frac{(a+1)(a+2)p_{a+2,b,c}+(b+1)(b+2)p_{a,b+2,c}}{(c+1)(c+2)}.$$

## Value and z-derivative on the plane z = 0 determine a harmonic polynomial

Suppose $\nabla^2p=0$ and all $p_{ab0}$ and $p_{ab1}$ vanish. The recursion then makes order 2 vanish, then order 3, and so on, so $p=0$. Because the recursion moves in steps of two, the induction `main` carries orders $c$ and $c+1$ together. Homogeneity is not used here.

```lean
/-- A polynomial with zero Laplacian whose terms of order 0 and 1 in z vanish is zero. -/
theorem eq_zero_of_data_eq_zero (p : Poly) (hp : laplacian p = 0)
    (h0 : ∀ a b, coeff (expo a b 0) p = 0) (h1 : ∀ a b, coeff (expo a b 1) p = 0) :
    p = 0 := by
  -- climb in the power of z, two neighbouring orders at a time
  have main : ∀ c : ℕ, (∀ a b, coeff (expo a b c) p = 0) ∧
      (∀ a b, coeff (expo a b (c + 1)) p = 0) := by
    intro c
    induction c with
    | zero => exact ⟨h0, h1⟩
    | succ c ih =>
      refine ⟨ih.2, fun a b => ?_⟩
      have k := coeff_laplacian p a b c
      rw [hp, coeff_zero, ih.1 (a + 2) b, ih.1 a (b + 2)] at k
      have ne : ((c : ℂ) + 1) * (c + 2) ≠ 0 := by
        exact_mod_cast (by positivity : (c + 1) * (c + 2) ≠ 0)
      have k' : ((c : ℂ) + 1) * (c + 2) * coeff (expo a b (c + 2)) p = 0 := by
        linear_combination -k
      exact (mul_eq_zero.mp k').resolve_left ne
  ext m
  have hm : m = expo (m 0) (m 1) (m 2) := by
    ext i; fin_cases i <;> simp [expo]
  rw [hm, (main (m 2)).1, coeff_zero]
```

## The data on the plane are free

Conversely, choose numbers $f(a,b)$ for order 0 and $g(a,b)$ for order 1, and let the recursion define all higher coefficients. The Lean function takes its arguments in the order $c,a,b$, with the power of $z$ first.

```lean
/-- The coefficient of x^a y^b z^c (arguments in the order c, a, b) obtained by solving
Laplace's equation upwards in z from the coefficients f at order 0 and g at order 1. -/
def harmonicCoeff (f g : ℕ → ℕ → ℂ) : ℕ → ℕ → ℕ → ℂ
  | 0, a, b => f a b
  | 1, a, b => g a b
  | c + 2, a, b => -(((a : ℂ) + 1) * (a + 2) * harmonicCoeff f g c (a + 2) b
      + ((b : ℂ) + 1) * (b + 2) * harmonicCoeff f g c a (b + 2)) / (((c : ℂ) + 1) * (c + 2))
```

Now keep only the terms with $a+b+c=l$. This is a finite sum, homogeneous of degree $l$. All three coefficients in the Laplacian formula have total degree $a+b+c+2$. If this equals $l$, all three are kept and the recursion makes their combination zero; otherwise all three are absent. Hence $\nabla^2p=0$.

In the proof, `hc` gives the coefficients of the truncated sum and `hl` carries out these two cases. The theorem returns a solid harmonic that agrees with $f$ where $a+b=l$ and with $g$ where $a+b+1=l$, the only places where the data matter.

```lean
/-- Any choice of the degree-l terms of order 0 and 1 in z extends to a solid harmonic of
degree l. -/
theorem exists_solidHarmonic (l : ℕ) (f g : ℕ → ℕ → ℂ) :
    ∃ p ∈ solidHarmonics l, (∀ a b, a + b = l → coeff (expo a b 0) p = f a b) ∧
      (∀ a b, a + b + 1 = l → coeff (expo a b 1) p = g a b) := by
  let p : Poly := ∑ m ∈ (Finset.univ : Finset (Fin 3)).finsuppAntidiag l,
    monomial m (harmonicCoeff f g (m 2) (m 0) (m 1))
  have hc : ∀ a b c, coeff (expo a b c) p =
      if a + b + c = l then harmonicCoeff f g c a b else 0 := by
    intro a b c
    obtain ⟨e0, e1, e2⟩ := expo_apply a b c
    have mem : expo a b c ∈ (Finset.univ : Finset (Fin 3)).finsuppAntidiag l ↔
        a + b + c = l := by
      simp [Finset.mem_finsuppAntidiag, Fin.sum_univ_three, e0, e1, e2]
    simp only [p, coeff_sum, coeff_monomial, Finset.sum_ite_eq', mem, e0, e1, e2]
  have hl : ∀ a b c, coeff (expo a b c) (laplacian p) = 0 := by
    intro a b c
    rw [coeff_laplacian, hc, hc, hc]
    by_cases h : a + b + c + 2 = l
    · rw [if_pos (by omega), if_pos (by omega), if_pos (by omega)]
      have n1 : (c : ℂ) + 1 ≠ 0 := by exact_mod_cast (by omega : c + 1 ≠ 0)
      have n2 : (c : ℂ) + 2 ≠ 0 := by exact_mod_cast (by omega : c + 2 ≠ 0)
      have key : ((c : ℂ) + 1) * (c + 2) * harmonicCoeff f g (c + 2) a b =
          -(((a : ℂ) + 1) * (a + 2) * harmonicCoeff f g c (a + 2) b
          + ((b : ℂ) + 1) * (b + 2) * harmonicCoeff f g c a (b + 2)) := by
        simp only [harmonicCoeff]
        field_simp
      linear_combination key
    · rw [if_neg (by omega), if_neg (by omega), if_neg (by omega)]
      ring
  refine ⟨p, ⟨?_, ?_⟩, ?_, ?_⟩
  · refine (mem_homogeneousSubmodule l p).mpr
      (IsHomogeneous.sum _ _ _ fun m hm => isHomogeneous_monomial _ ?_)
    rw [Finsupp.degree_eq_sum]
    exact (Finset.mem_finsuppAntidiag.mp hm).1
  · refine LinearMap.mem_ker.mpr ?_
    ext m
    have hm : m = expo (m 0) (m 1) (m 2) := by
      ext i; fin_cases i <;> simp [expo]
    rw [hm, hl, coeff_zero]
  · intro a b h
    rw [hc, if_pos (by omega), harmonicCoeff]
  · intro a b h
    rw [hc, if_pos (by omega), harmonicCoeff]
```

## Counting the data

At order 0 the possible monomials are $x^iy^{l-i}$ with $i=0,\dots,l$, which gives $l+1$ coefficients. At order 1 they are $x^iy^{l-1-i}z$ with $i=0,\dots,l-1$, which gives $l$. Together they encode $p$ and $\partial_zp$ on the plane $z=0$, and reading them off is a linear map into $\mathbb C^{l+1}\times\mathbb C^l$.

```lean
/-- The data of a solid harmonic on the plane z = 0: its l+1 coefficients of order 0 in z
and its l coefficients of order 1 in z. -/
def planeData (l : ℕ) : solidHarmonics l →ₗ[ℂ] (Fin (l + 1) → ℂ) × (Fin l → ℂ) where
  toFun p := (fun i => coeff (expo i (l - i) 0) p.1, fun i => coeff (expo i (l - 1 - i) 1) p.1)
  map_add' p q := by ext i <;> simp
  map_smul' c p := by ext i <;> simp
```

This map is injective: if the listed coefficients vanish, homogeneity removes all others of order 0 and 1, and the uniqueness step gives $p=0$. It is surjective: given lists $u$ and $v$, the proof extends them by zero to functions $f$ and $g$ and applies the existence step.

```lean
/-- A solid harmonic of degree l is fixed by its data on the plane z = 0, and these data can be
chosen freely. -/
theorem planeData_bijective (l : ℕ) : Function.Bijective (planeData l) := by
  constructor
  · rw [injective_iff_map_eq_zero]
    intro p hp
    have hom : p.1.IsHomogeneous l := (mem_homogeneousSubmodule l p.1).mp p.2.1
    have hdeg : ∀ a b c, (expo a b c).degree = a + b + c := by
      intro a b c
      obtain ⟨e0, e1, e2⟩ := expo_apply a b c
      rw [Finsupp.degree_eq_sum, Fin.sum_univ_three, e0, e1, e2]
    refine Subtype.ext (eq_zero_of_data_eq_zero p.1 (LinearMap.mem_ker.mp p.2.2) ?_ ?_)
    · intro a b
      by_cases h : a + b = l
      · have k : coeff (expo a (l - a) 0) p.1 = 0 :=
          congrFun (congrArg Prod.fst hp) ⟨a, by omega⟩
        rwa [show l - a = b by omega] at k
      · exact hom.coeff_eq_zero (by rw [hdeg]; omega)
    · intro a b
      by_cases h : a + b + 1 = l
      · have k : coeff (expo a (l - 1 - a) 1) p.1 = 0 :=
          congrFun (congrArg Prod.snd hp) ⟨a, by omega⟩
        rwa [show l - 1 - a = b by omega] at k
      · exact hom.coeff_eq_zero (by rw [hdeg]; omega)
  · rintro ⟨u, v⟩
    obtain ⟨p, hp, h0, h1⟩ := exists_solidHarmonic l
      (fun a _ => if h : a < l + 1 then u ⟨a, h⟩ else 0)
      (fun a _ => if h : a < l then v ⟨a, h⟩ else 0)
    refine ⟨⟨p, hp⟩, Prod.ext (funext fun i => ?_) (funext fun i => ?_)⟩
    · have hi := i.isLt
      exact (h0 i (l - i) (by omega)).trans (dif_pos hi)
    · have hi := i.isLt
      exact (h1 i (l - 1 - i) (by omega)).trans (dif_pos hi)
```

A linear bijection preserves dimension, so the dimension is $(l+1)+l=2l+1$. For $l=0$ the second list is empty and the one remaining number is the value of a constant polynomial, the single s function.

```lean
/-- The space of complex polynomials in x, y, z that are homogeneous of degree l and have zero
Laplacian has dimension 2l+1. -/
theorem finrank_solidHarmonics (l : ℕ) : Module.finrank ℂ (solidHarmonics l) = 2 * l + 1 := by
  rw [(LinearEquiv.ofBijective _ (planeData_bijective l)).finrank_eq, Module.finrank_prod,
    Module.finrank_fin_fun, Module.finrank_fin_fun]
  omega
```

In electronic-structure calculations this is the number of spherical components in a basis shell of angular momentum $l$; it concerns the angular factor of one-particle functions and says nothing about their radial part.

The same argument in two variables, which is not formalised here, leaves for $l\ge1$ just the coefficients of $x^l$ and $x^{l-1}y$. The dimension is then 2, with basis $(x+iy)^l$ and $(x-iy)^l$, where $i$ is the imaginary unit.

## The n² orbitals of a hydrogenic shell

In the non-relativistic hydrogen atom without spin, the shell with principal quantum number $n\ge1$ contains one set of orbitals for each $l=0,\dots,n-1$. That range comes from the radial equation and is an input here. The sum is

$$\sum_{l=0}^{n-1}(2l+1)=n^2,$$

because passing from $n$ to $n+1$ adds $2n+1=(n+1)^2-n^2$. The Lean induction uses this step and starts from the empty sum at $n=0$.

```lean
/-- The dimensions of the spaces of solid harmonics of degrees 0, ..., n-1 add up to n². -/
theorem sum_finrank_shell (n : ℕ) :
    ∑ l ∈ Finset.range n, Module.finrank ℂ (solidHarmonics l) = n ^ 2 := by
  induction n with
  | zero => simp
  | succ n ih =>
    rw [Finset.sum_range_succ, ih, finrank_solidHarmonics]
    ring

end

end SolidHarmonics
```

```lean
#print axioms SolidHarmonics.finrank_solidHarmonics
#print axioms SolidHarmonics.sum_finrank_shell
```

```
'SolidHarmonics.finrank_solidHarmonics' depends on axioms: [propext, Classical.choice, Quot.sound]
'SolidHarmonics.sum_finrank_shell' depends on axioms: [propext, Classical.choice, Quot.sound]
```
